# The KKR secular equation for real phase shifts with nonzero sines

Suppose the stationary states of an array of scatterers are sought by scanning $\det(1-tG)$ along the real energy axis, where $t$ describes scattering at the sites and $G$ propagation between them. This determinant is in general complex, even when no flux escapes from the array. A change of sign then has no meaning, and a root requires the real and imaginary parts to vanish together. Inverting $t$ leads to a matrix whose determinant is real when no flux is absorbed or escapes, but where $t$ is singular, the inverse does not exist, and a solution there can be missed.

The Korringa–Kohn–Rostoker (KKR) form of the condition is $\det(k\cot d+G-ik)=0$. Take finitely many channels, a real wave number $k\neq0$, real phase shifts $d$ whose sines are all nonzero, and the diagonal matrix $t=-k^{-1}e^{id}\sin d$. The condition then holds exactly when the amplitude equation $a=tGa$ has a nonzero solution. If $G-ik$ is also Hermitian, the determinant in the KKR condition is real.

## Amplitudes, channels and the single-site t-matrix

Let $l$ label a scattering channel, for instance a site together with its angular-momentum indices. Each channel has a phase shift $d_l$ and a wave amplitude $a_l$. The matrix $G$ carries waves from one channel to another. With no external wave, the amplitudes must reproduce themselves after one propagation and one scattering:

$$a=tGa,\qquad a\neq0.$$

This equation is the starting point. Its derivation from the Schrödinger equation and the construction of $G$ as a matrix of structure constants are not part of the development. In the code, the channels form a type `n`, which is required to be finite once products and determinants are needed. A phase-shift assignment is a function `d : n → ℝ`, and `G` is an arbitrary complex square matrix.

```lean
import Mathlib

open Matrix
open scoped ComplexConjugate

namespace KKRSecularEquation

noncomputable section

variable {n : Type*} [DecidableEq n]
```

For a spherical scatterer the t-matrix is diagonal in angular momentum. The normalisation and sign used here are

$$t_{ll}=-\frac1k e^{id_l}\sin d_l .$$

Real phase shifts stand for elastic scattering: each site returns all the flux it receives. Absorption and non-spherical potentials, which would make $d_l$ complex or $t$ non-diagonal, are not covered.

```lean
/-- The single-site t-matrix, diagonal in the channels, with entries
`-(1/k) exp(i d_l) sin(d_l)`. -/
def tMatrix (k : ℝ) (d : n → ℝ) : Matrix n n ℂ :=
  diagonal fun l => -(1 / (k : ℂ)) * Complex.exp (d l * Complex.I) * (Real.sin (d l) : ℂ)
```

## The secular matrix with cotangents

When $\sin d_l\neq0$, the entry $t_{ll}$ can be inverted:

$$t_{ll}^{-1}=-\frac{k e^{-id_l}}{\sin d_l}
=-k\,\frac{\cos d_l-i\sin d_l}{\sin d_l}=-k\cot d_l+ik .$$

The equation $a=tGa$ becomes $(t^{-1}-G)a=0$. After a change of overall sign it reads $Ma=0$, with

$$M=k\cot d+G-ik .$$

Here $\cot d$ is the diagonal matrix with entries $\cot d_l$, and $ik$ stands for $ik$ times the identity. Relative to $k\cot d$, the sign of the $ik$ term comes from the phase $e^{id_l}$ in $t$, and the sign of $G$ comes from the overall minus sign of $t$.

```lean
/-- The KKR secular matrix `k cot(d) + G - ik`. -/
def kkrMatrix (k : ℝ) (d : n → ℝ) (G : Matrix n n ℂ) : Matrix n n ℂ :=
  diagonal (fun l => (k : ℂ) * (Real.cot (d l) : ℂ)) + G
    - (Complex.I * (k : ℂ)) • (1 : Matrix n n ℂ)
```

The cotangent part of $M$ is a real diagonal matrix and is therefore Hermitian. Adding or subtracting a Hermitian matrix does not affect whether the rest is Hermitian, so

$$M^\dagger=M\quad\Longleftrightarrow\quad (G-ik)^\dagger=G-ik .$$

Physically, the condition on the right is a flux balance for the array as a whole: for every choice of amplitudes, the outgoing radiation summed over all channels is balanced by interference with the waves arriving from other sites. It is a property of $G$ for an infinite crystal, periodic in all three dimensions, at positive energy and real Bloch vector, away from the free-electron singularities. A finite cluster in open space leaks waves and does not have it. In the code it is a hypothesis on $G$.

The proof first establishes `hD`, the Hermiticity of the cotangent part. It then subtracts that part for one direction and adds it for the other.

```lean
/-- The KKR matrix is Hermitian exactly when `G - ik` is Hermitian. -/
theorem kkrMatrix_isHermitian_iff (k : ℝ) (d : n → ℝ) (G : Matrix n n ℂ) :
    (kkrMatrix k d G).IsHermitian ↔
      (G - (Complex.I * (k : ℂ)) • (1 : Matrix n n ℂ)).IsHermitian := by
  -- the cotangent part is a real diagonal matrix
  have hD : (diagonal (fun l => (k : ℂ) * (Real.cot (d l) : ℂ))).IsHermitian := by
    rw [Matrix.IsHermitian, Matrix.diagonal_conjTranspose]
    congr 1
    funext l
    rw [Pi.star_apply, ← Complex.ofReal_mul]
    exact Complex.conj_ofReal _
  constructor
  · intro h
    have h2 := h.sub hD
    rwa [kkrMatrix, add_sub_assoc, add_sub_cancel_left] at h2
  · intro h
    have h2 := hD.add h
    rwa [← add_sub_assoc] at h2
```

## A form without cotangent poles

The cotangent diverges wherever a phase shift passes through a multiple of $\pi$. To treat those points too, multiply the matrix $1-tG$ by a diagonal matrix that never becomes singular, rather than by $t^{-1}$. Define

$$R=k e^{-id}+\sin(d)\,G,$$

where $e^{-id}$ and $\sin(d)$ are diagonal. In components, $R_{ll'}=k e^{-id_l}\delta_{ll'}+\sin(d_l)\,G_{ll'}$, so the sine of the scattering channel multiplies the whole row of $G$. The name "pole-free" refers to the poles of the cotangent; this step is not designed to remove singularities of $G$ itself as a function of energy.

```lean
variable [Fintype n]

/-- The pole-free secular matrix `k exp(-id) + sin(d) G`. -/
def regularMatrix (k : ℝ) (d : n → ℝ) (G : Matrix n n ℂ) : Matrix n n ℂ :=
  diagonal (fun l => (k : ℂ) * Complex.exp (-(d l * Complex.I)))
    + diagonal (fun l => (Real.sin (d l) : ℂ)) * G
```

The required factor is $k e^{-id}$. In each channel the phases cancel:

$$k e^{-id_l}\,t_{ll}
=k e^{-id_l}\left(-\frac1k e^{id_l}\sin d_l\right)=-\sin d_l .$$

Hence

$$k e^{-id}(1-tG)=k e^{-id}-(k e^{-id}t)G=k e^{-id}+\sin(d)\,G=R .$$

In the proof, `hl` is the cancellation in one channel and `h` is the same statement for the diagonal matrices. The last line distributes the product over $1-tG$. The assumption $k\neq0$ enters through $k\cdot(1/k)=1$.

```lean
/-- For `k ≠ 0`, multiplying `1 - tG` on the left by the diagonal matrix `k exp(-id)` gives the
pole-free secular matrix. -/
theorem phase_mul_one_sub {k : ℝ} (hk : k ≠ 0) (d : n → ℝ) (G : Matrix n n ℂ) :
    diagonal (fun l => (k : ℂ) * Complex.exp (-(d l * Complex.I))) * (1 - tMatrix k d * G)
      = regularMatrix k d G := by
  have hkk : (k : ℂ) * (1 / (k : ℂ)) = 1 :=
    mul_one_div_cancel (Complex.ofReal_ne_zero.mpr hk)
  -- in each channel the phases cancel and only the sine survives
  have hl : ∀ l, (k : ℂ) * Complex.exp (-(d l * Complex.I)) *
      (-(1 / (k : ℂ)) * Complex.exp (d l * Complex.I) * (Real.sin (d l) : ℂ))
        = -(Real.sin (d l) : ℂ) := by
    intro l
    have he : Complex.exp (-(d l * Complex.I)) * Complex.exp (d l * Complex.I) = 1 := by
      rw [← Complex.exp_add, neg_add_cancel, Complex.exp_zero]
    calc _ = -(((k : ℂ) * (1 / (k : ℂ))) *
          (Complex.exp (-(d l * Complex.I)) * Complex.exp (d l * Complex.I)) *
            (Real.sin (d l) : ℂ)) := by ring
      _ = _ := by rw [hkk, he, one_mul, one_mul]
  have h : diagonal (fun l => (k : ℂ) * Complex.exp (-(d l * Complex.I))) * tMatrix k d
      = -diagonal (fun l => (Real.sin (d l) : ℂ)) := by
    rw [tMatrix, Matrix.diagonal_mul_diagonal, Matrix.diagonal_neg]
    congr 1
    funext l
    exact hl l
  rw [mul_sub, mul_one, ← mul_assoc, h, neg_mul, sub_neg_eq_add, regularMatrix]
```

The determinant of the factor is $\prod_l k e^{-id_l}$. It is nonzero because $k\neq0$ and an exponential never vanishes. Therefore

$$\det R=\Big(\prod_l k e^{-id_l}\Big)\det(1-tG),$$

and $\det R=0$ exactly when $\det(1-tG)=0$. A square matrix has zero determinant exactly when it sends some nonzero vector to zero. For $1-tG$, such a vector satisfies $a-tGa=0$, which is the amplitude equation. This gives, for all real phase shifts,

$$\exists\,a\neq0:\ a=tGa\quad\Longleftrightarrow\quad\det R=0 .$$

In the statement, `*ᵥ` is the action of a matrix on a vector, so `tMatrix k d *ᵥ (G *ᵥ a)` means propagation followed by scattering. The proof uses `hdet` to discard the nonzero factor. It then applies Mathlib's criterion for a null vector and rewrites $(1-tG)a=0$ as $a=tGa$.

```lean
/-- For `k ≠ 0` and arbitrary real phase shifts, a nonzero amplitude vector with `a = tGa` exists if
and only if the determinant of `k exp(-id) + sin(d) G` vanishes. -/
theorem exists_amplitude_iff_regular {k : ℝ} (hk : k ≠ 0) (d : n → ℝ) (G : Matrix n n ℂ) :
    (∃ a : n → ℂ, a ≠ 0 ∧ a = tMatrix k d *ᵥ (G *ᵥ a)) ↔ (regularMatrix k d G).det = 0 := by
  have hdet : (diagonal (fun l => (k : ℂ) * Complex.exp (-(d l * Complex.I)))).det ≠ 0 := by
    rw [Matrix.det_diagonal]
    exact Finset.prod_ne_zero_iff.mpr fun l _ =>
      mul_ne_zero (Complex.ofReal_ne_zero.mpr hk) (Complex.exp_ne_zero _)
  rw [← phase_mul_one_sub hk, Matrix.det_mul, mul_eq_zero, or_iff_right hdet,
    ← Matrix.exists_mulVec_eq_zero_iff]
  refine exists_congr fun a => and_congr_right fun _ => ?_
  rw [Matrix.sub_mulVec, Matrix.one_mulVec, ← Matrix.mulVec_mulVec, sub_eq_zero]
```

A single channel shows what happens at a pole of the cotangent. If $G$ is the number $g$, the condition is $k e^{-id}+g\sin d=0$. When $\sin d=0$, the left side equals $k$ or $-k$, and no value of $g$ gives a solution. This is as it should be: the scatterer is then invisible, $t=0$, and $a=tga$ forces $a=0$. When $\sin d\neq0$, division by the sine gives $g=ik-k\cot d$, which is $1/t$.

## Recovering the KKR condition

Now let every sine be nonzero. Euler's formula gives

$$k e^{-id_l}=k\cos d_l-ik\sin d_l=\sin d_l\,(k\cot d_l-ik).$$

The other term of $R$ already carries the factor $\sin d_l$ in row $l$. The two together give

$$R=\sin(d)\,(k\cot d+G-ik)=\sin(d)\,M .$$

The scalar identity is `key` in the proof. Its ingredients are $\sin d_l\cot d_l=\cos d_l$, which needs the nonzero sine, and Euler's formula for the exponential. The matrix equation is then compared entry by entry. On the diagonal it reduces to `key`. Off the diagonal both sides are $\sin(d_i)G_{ij}$.

```lean
/-- If no phase shift has zero sine, the pole-free matrix is `sin(d)` times the
KKR matrix. -/
theorem regularMatrix_eq_sin_mul (k : ℝ) {d : n → ℝ} (hd : ∀ l, Real.sin (d l) ≠ 0)
    (G : Matrix n n ℂ) :
    regularMatrix k d G = diagonal (fun l => (Real.sin (d l) : ℂ)) * kkrMatrix k d G := by
  -- the scalar identity `k exp(-id) = sin(d) (k cot(d) - ik)`
  have key : ∀ l, (k : ℂ) * Complex.exp (-(d l * Complex.I))
      = (Real.sin (d l) : ℂ) * ((k : ℂ) * (Real.cot (d l) : ℂ))
        - (Real.sin (d l) : ℂ) * (Complex.I * (k : ℂ)) := by
    intro l
    have hs : (Real.sin (d l) : ℂ) * (Real.cot (d l) : ℂ) = (Real.cos (d l) : ℂ) := by
      rw [← Complex.ofReal_mul, Real.cot_eq_cos_div_sin, mul_div_cancel₀ _ (hd l)]
    have he : Complex.exp (-(d l * Complex.I))
        = (Real.cos (d l) : ℂ) - (Real.sin (d l) : ℂ) * Complex.I := by
      rw [← neg_mul, Complex.exp_mul_I, Complex.cos_neg, Complex.sin_neg,
        Complex.ofReal_cos, Complex.ofReal_sin]
      ring
    rw [he]
    linear_combination (-(k : ℂ)) * hs
  ext i j
  rcases eq_or_ne i j with rfl | h
  · simp only [regularMatrix, kkrMatrix, Matrix.add_apply, Matrix.sub_apply,
      Matrix.diagonal_mul, Matrix.diagonal_apply_eq, Matrix.smul_apply,
      Matrix.one_apply_eq, smul_eq_mul]
    linear_combination key i
  · simp only [regularMatrix, kkrMatrix, Matrix.add_apply, Matrix.sub_apply,
      Matrix.diagonal_mul, Matrix.diagonal_apply_ne _ h, Matrix.smul_apply,
      Matrix.one_apply_ne h, smul_eq_mul]
    ring
```

Taking determinants gives

$$\det R=\Big(\prod_l\sin d_l\Big)\det M .$$

The product is nonzero by assumption, so $\det R$ and $\det M$ vanish together. Combined with the pole-free criterion, this is the secular equation:

$$\exists\,a\neq0:\ a=tGa\quad\Longleftrightarrow\quad\det(k\cot d+G-ik)=0 .$$

The hypothesis `hk` says $k\neq0$, and `hd` says that the sine is nonzero in every channel. Nothing is assumed about $G$, which need not be Hermitian, symmetric or invertible. The wave number, the phase shifts and $G$ are held fixed, so the theorem decides whether one given energy admits a solution. It does not say how many such energies there are or where they lie. Bound states at negative energy, with imaginary $k$, are also not included.

The proof follows the same route: it replaces the amplitude equation by $\det R=0$, factorises $R$, and removes the nonzero determinant of $\sin(d)$.

```lean
/-- **KKR secular equation.** If `k ≠ 0` and no phase shift has zero sine, a nonzero amplitude
vector with `a = tGa` exists if and only if `det(k cot(d) + G - ik) = 0`. -/
theorem kkr_secular_equation {k : ℝ} (hk : k ≠ 0) {d : n → ℝ}
    (hd : ∀ l, Real.sin (d l) ≠ 0) (G : Matrix n n ℂ) :
    (∃ a : n → ℂ, a ≠ 0 ∧ a = tMatrix k d *ᵥ (G *ᵥ a)) ↔ (kkrMatrix k d G).det = 0 := by
  have hdet : (diagonal (fun l => (Real.sin (d l) : ℂ))).det ≠ 0 := by
    rw [Matrix.det_diagonal]
    exact Finset.prod_ne_zero_iff.mpr fun l _ => Complex.ofReal_ne_zero.mpr (hd l)
  rw [exists_amplitude_iff_regular hk, regularMatrix_eq_sin_mul k hd, Matrix.det_mul,
    mul_eq_zero, or_iff_right hdet]
```

For independent electrons in a periodic muffin-tin potential, with the angular momenta truncated to a finite set, which is in general an approximation, this condition can be used to test whether a given energy above the constant potential between the spheres is a band energy at a given Bloch vector, away from the free-electron singularities and from zeros of the sines.

## When the determinant is real

If $G-ik$ is Hermitian, so is $M$, and

$$\overline{\det M}=\det M^\dagger=\det M .$$

The determinant therefore has zero imaginary part. The proof takes determinants of both sides of $M^\dagger=M$ and reads off the same conclusion. Neither $k\neq0$ nor the condition on the sines appears among its hypotheses. At a zero sine, however, Lean assigns the cotangent the value zero, and the matrix then has no scattering interpretation.

```lean
/-- If `G - ik` is Hermitian, the KKR determinant is real. -/
theorem kkr_det_real (k : ℝ) (d : n → ℝ) {G : Matrix n n ℂ}
    (hG : (G - (Complex.I * (k : ℂ)) • (1 : Matrix n n ℂ)).IsHermitian) :
    (kkrMatrix k d G).det.im = 0 := by
  have h := congrArg Matrix.det ((kkrMatrix_isHermitian_iff k d G).mpr hG).eq
  rw [Matrix.det_conjTranspose] at h
  exact Complex.conj_eq_iff_im.mp h
```

The two determinant factorisations above also show where the complex values of the original determinant come from. For $N$ channels with nonzero sines,

$$\det(1-tG)=k^{-N}e^{i\sum_l d_l}\Big(\prod_l\sin d_l\Big)\det M .$$

If $\det M$ is real, the only complex factor left is the phase $e^{i\sum_l d_l}$, which changes with energy as the phase shifts do. A sign change of $\det M$ on an interval where it is continuous then brackets a root, although a root of even multiplicity can occur without one.

## Two coupled channels

Take channels $0$ and $1$ with

$$G=\begin{pmatrix}ik&b\\ \bar b&ik\end{pmatrix},$$

where $b$ is a complex coupling. The diagonal terms $ik$ cancel in the secular matrix:

$$M=\begin{pmatrix}k\cot d_0&b\\ \bar b&k\cot d_1\end{pmatrix},\qquad
\det M=k^2\cot d_0\cot d_1-|b|^2 .$$

For nonzero sines, a nonzero amplitude vector exists exactly when

$$k^2\cot d_0\cot d_1=|b|^2 .$$

This special $G$ has no real shift on its diagonal, and only the modulus of the coupling enters the condition. Since $G-ik$ is Hermitian, it is a model without leakage, not a pair of scatterers in open space. In Lean the two channels are the elements of `Fin 2`, and `Complex.normSq b` is $|b|^2$. The proof computes the matrix in `hM` and its determinant in `hdet`, then applies the secular equation.

```lean
/-- For `k ≠ 0` and phase shifts with nonzero sines, two channels with `ik` on the diagonal of `G`
and off-diagonal entries `b` and `conj b` admit a nonzero amplitude vector with `a = tGa` if and
only if `k² cot(d₀) cot(d₁) = |b|²`. -/
theorem two_channel_condition {k : ℝ} (hk : k ≠ 0) {d : Fin 2 → ℝ}
    (hd : ∀ l, Real.sin (d l) ≠ 0) (b : ℂ) :
    (∃ a : Fin 2 → ℂ, a ≠ 0 ∧ a = tMatrix k d *ᵥ
        (!![Complex.I * (k : ℂ), b; conj b, Complex.I * (k : ℂ)] *ᵥ a)) ↔
      k ^ 2 * Real.cot (d 0) * Real.cot (d 1) = Complex.normSq b := by
  -- the outgoing-wave term `ik` drops out of the secular matrix
  have hM : kkrMatrix k d !![Complex.I * (k : ℂ), b; conj b, Complex.I * (k : ℂ)]
      = !![(k : ℂ) * (Real.cot (d 0) : ℂ), b; conj b, (k : ℂ) * (Real.cot (d 1) : ℂ)] := by
    ext i j
    fin_cases i <;> fin_cases j <;> simp [kkrMatrix]
  have hdet : (kkrMatrix k d !![Complex.I * (k : ℂ), b; conj b, Complex.I * (k : ℂ)]).det
      = ((k ^ 2 * Real.cot (d 0) * Real.cot (d 1) - Complex.normSq b : ℝ) : ℂ) := by
    rw [hM, Matrix.det_fin_two_of, Complex.ofReal_sub, ← Complex.mul_conj]
    simp only [Complex.ofReal_mul, Complex.ofReal_pow]
    ring
  rw [kkr_secular_equation hk hd, hdet, Complex.ofReal_eq_zero, sub_eq_zero]

end

end KKRSecularEquation
```

For a numerical instance, let $k=2$, $d_0=d_1=\pi/4$ and $b=2i$, in consistent units. Both cotangents equal $1$, and the condition reads $4=4$. The secular matrix and a normalised null vector are

$$M=\begin{pmatrix}2&2i\\-2i&2\end{pmatrix},\qquad
a=\frac1{\sqrt2}\begin{pmatrix}-i\\1\end{pmatrix}.$$

The original equation can be checked directly. Both diagonal entries of $t$ are $-\tfrac12e^{i\pi/4}\sin(\pi/4)=-(1+i)/4$, and

$$Ga=\frac1{\sqrt2}\begin{pmatrix}2i&2i\\-2i&2i\end{pmatrix}\begin{pmatrix}-i\\1\end{pmatrix}
=\frac1{\sqrt2}\begin{pmatrix}2+2i\\-2+2i\end{pmatrix}.$$

Multiplying by $-(1+i)/4$ turns $2+2i$ into $-i$ and $-2+2i$ into $1$, so $tGa=a$.

```lean
#print axioms KKRSecularEquation.kkr_secular_equation
-- 'KKRSecularEquation.kkr_secular_equation' depends on axioms: [propext, Classical.choice, Quot.sound]
#print axioms KKRSecularEquation.kkr_det_real
-- 'KKRSecularEquation.kkr_det_real' depends on axioms: [propext, Classical.choice, Quot.sound]
#print axioms KKRSecularEquation.two_channel_condition
-- 'KKRSecularEquation.two_channel_condition' depends on axioms: [propext, Classical.choice, Quot.sound]
```
